# The mean number of steps to leave a basin from a quasi-stationary distribution with ρ < 1 is 1/(1 − ρ)

A walker moves in discrete steps on a finite basin, from which it can leave to finitely many exit states, and it starts in a quasi-stationary distribution: a probability vector that one step inside the basin reproduces up to a factor `ρ`. The lemma `mean_exit_step` says that for `ρ < 1` the mean number of steps until exit, counting the exit step itself, is `1 / (1 - ρ)`. Mathematically, the series over `n` of `n + 1` times the probability of leaving at step `n + 1` converges to that value. The attempt adds the known sums of `n * ρ ^ n` and `ρ ^ n`, multiplies by `1 - ρ`, and uses `convert` to match the result `hs` with the goal.

This version doesn't compile in Lean 4 with Mathlib:

```lean
import Mathlib

open Matrix

namespace ParallelReplica

noncomputable section

variable {S E : Type*} [Fintype S] [Fintype E]

/-- In one step the walker either stays in the basin (matrix `Q`) or leaves it (matrix `R`),
with nonnegative probabilities that add up to one from every basin state. -/
structure IsBasin (Q : Matrix S S ℝ) (R : Matrix S E ℝ) : Prop where
  stay_nonneg : ∀ i j, 0 ≤ Q i j
  exit_nonneg : ∀ i e, 0 ≤ R i e
  row_sum : ∀ i, ∑ j, Q i j + ∑ e, R i e = 1

/-- A quasi-stationary distribution: a probability vector on the basin that one step
reproduces up to the factor `ρ`. -/
structure IsQuasiStationary (ν : S → ℝ) (Q : Matrix S S ℝ) (ρ : ℝ) : Prop where
  nonneg : ∀ i, 0 ≤ ν i
  sum_one : ∑ i, ν i = 1
  eigen : ν ᵥ* Q = ρ • ν

/-- The one-step flux `ν R` divided by `1 - ρ`; at `ρ = 1` Lean's division returns zero. -/
def exitLaw (ν : S → ℝ) (R : Matrix S E ℝ) (ρ : ℝ) (e : E) : ℝ :=
  (ν ᵥ* R) e / (1 - ρ)

/-- The entries of `ν ᵥ* M` add up to the sum of the row sums of `M` weighted by the entries of `ν`.
-/
theorem sum_vecMul {T : Type*} [Fintype T] (ν : S → ℝ) (M : Matrix S T ℝ) :
    ∑ j, (ν ᵥ* M) j = ∑ i, ν i * ∑ j, M i j := by
  simp only [Matrix.vecMul, dotProduct, Finset.mul_sum]
  exact Finset.sum_comm

/-- The probability of leaving a basin in one step from the quasi-stationary distribution
is `1 - ρ`. -/
theorem total_exit_flux {ν : S → ℝ} {Q : Matrix S S ℝ} {R : Matrix S E ℝ} {ρ : ℝ}
    (hB : IsBasin Q R) (hν : IsQuasiStationary ν Q ρ) :
    ∑ e, (ν ᵥ* R) e = 1 - ρ := by
  have hQ : ∑ j, (ν ᵥ* Q) j = ρ := by
    rw [hν.eigen]
    simp only [Pi.smul_apply, smul_eq_mul]
    rw [← Finset.mul_sum, hν.sum_one, mul_one]
  -- staying and leaving exhaust the possibilities
  have hall : ∑ j, (ν ᵥ* Q) j + ∑ e, (ν ᵥ* R) e = 1 := by
    rw [sum_vecMul, sum_vecMul, ← Finset.sum_add_distrib, ← hν.sum_one]
    refine Finset.sum_congr rfl fun i _ => ?_
    rw [← mul_add, hB.row_sum, mul_one]
  linarith

variable [DecidableEq S]

/-- The probability of still being in the basin after `n` steps. -/
def survival (ν : S → ℝ) (Q : Matrix S S ℝ) (n : ℕ) : ℝ := ∑ i, (ν ᵥ* Q ^ n) i

/-- The probability of staying for `n` steps and leaving to `e` at step `n + 1`. -/
def exitProb (ν : S → ℝ) (Q : Matrix S S ℝ) (R : Matrix S E ℝ) (n : ℕ) (e : E) : ℝ :=
  ((ν ᵥ* Q ^ n) ᵥ* R) e

/-- After `n` steps the quasi-stationary distribution keeps its shape and has weight `ρ ^ n`. -/
theorem vecMul_pow {ν : S → ℝ} {Q : Matrix S S ℝ} {ρ : ℝ}
    (hν : IsQuasiStationary ν Q ρ) (n : ℕ) : ν ᵥ* Q ^ n = ρ ^ n • ν := by
  induction n with
  | zero => simp
  | succ n ih =>
    rw [pow_succ, ← Matrix.vecMul_vecMul, ih, Matrix.smul_vecMul, hν.eigen, smul_smul, pow_succ]

/-- From the quasi-stationary distribution, the survival probability after `n` steps
is `ρ ^ n`. -/
theorem survival_eq {ν : S → ℝ} {Q : Matrix S S ℝ} {ρ : ℝ}
    (hν : IsQuasiStationary ν Q ρ) (n : ℕ) : survival ν Q n = ρ ^ n := by
  unfold survival
  rw [vecMul_pow hν]
  simp only [Pi.smul_apply, smul_eq_mul]
  rw [← Finset.mul_sum, hν.sum_one, mul_one]

/-- For a basin started in a quasi-stationary distribution with `ρ < 1`, the exit distribution is a
probability vector, and the joint probability of exit step and exit state is a geometric law in the
step times this distribution. -/
theorem exit_factorises {ν : S → ℝ} {Q : Matrix S S ℝ} {R : Matrix S E ℝ} {ρ : ℝ}
    (hB : IsBasin Q R) (hν : IsQuasiStationary ν Q ρ) (hρ : ρ < 1) :
    (∀ e, 0 ≤ exitLaw ν R ρ e) ∧ ∑ e, exitLaw ν R ρ e = 1 ∧
      ∀ n e, exitProb ν Q R n e = ρ ^ n * (1 - ρ) * exitLaw ν R ρ e := by
  have hpos : 0 < 1 - ρ := by linarith
  refine ⟨fun e => ?_, ?_, fun n e => ?_⟩
  · exact div_nonneg
      (Finset.sum_nonneg fun i _ => mul_nonneg (hν.nonneg i) (hB.exit_nonneg i e)) hpos.le
  · unfold exitLaw
    rw [← Finset.sum_div, total_exit_flux hB hν, div_self hpos.ne']
  · unfold exitProb exitLaw
    rw [vecMul_pow hν, Matrix.smul_vecMul, Pi.smul_apply, smul_eq_mul, mul_assoc,
      mul_div_cancel₀ _ hpos.ne']

/-- The mean number of steps until exit from the quasi-stationary distribution
is `1 / (1 - ρ)`. -/
theorem mean_exit_step {ν : S → ℝ} {Q : Matrix S S ℝ} {R : Matrix S E ℝ} {ρ : ℝ}
    (hB : IsBasin Q R) (hν : IsQuasiStationary ν Q ρ) (hρ : ρ < 1) :
    HasSum (fun n : ℕ => ((n : ℝ) + 1) * ∑ e, exitProb ν Q R n e) (1 / (1 - ρ)) := by
  have h0 : 0 ≤ ρ := by
    have h1 : survival ν Q 1 = ρ := by rw [survival_eq hν, pow_one]
    rw [← h1]
    unfold survival
    rw [pow_one]
    exact Finset.sum_nonneg fun j _ =>
      Finset.sum_nonneg fun i _ => mul_nonneg (hν.nonneg i) (hB.stay_nonneg i j)
  have hne : 1 - ρ ≠ 0 := by linarith
  obtain ⟨_, hsum, hfac⟩ := exit_factorises hB hν hρ
  have hnorm : ‖ρ‖ < 1 := by rwa [Real.norm_of_nonneg h0]
  have hs := ((hasSum_coe_mul_geometric_of_norm_lt_one hnorm).add
    (hasSum_geometric_of_lt_one h0 hρ)).mul_right (1 - ρ)
  convert hs using 1
  · funext n
    simp only [hfac]
    rw [← Finset.mul_sum, hsum]
    ring
  · field_simp
    ring

end

end ParallelReplica
```

Compiling this gives:

```
Main.lean:113:4: error: Tactic `apply` failed: could not unify the conclusion of `@funext`
  ?f = ?g
with the goal
  Real.instAddCommMonoid =
    CommRing.toNonUnitalCommRing.toNonUnitalNonAssocCommRing.toNonUnitalNonAssocSemiring.toAddCommMonoid

Note: The full type of `@funext` is
  ∀ {α : Sort ?u.113} {β : α → Sort ?u.112} {f g : (x : α) → β x}, (∀ (x : α), f x = g x) → f = g

case e'_3
S : Type u_1
E : Type u_2
inst✝² : Fintype S
inst✝¹ : Fintype E
inst✝ : DecidableEq S
ν : S → ℝ
Q : Matrix S S ℝ
R : Matrix S E ℝ
ρ : ℝ
hB : IsBasin Q R
hν : IsQuasiStationary ν Q ρ
hρ : ρ < 1
h0 : 0 ≤ ρ
hne : 1 - ρ ≠ 0
left✝ : ∀ (e : E), 0 ≤ exitLaw ν R ρ e
hsum : ∑ e, exitLaw ν R ρ e = 1
hfac : ∀ (n : ℕ) (e : E), exitProb ν Q R n e = ρ ^ n * (1 - ρ) * exitLaw ν R ρ e
hnorm : ‖ρ‖ < 1
hs : HasSum (fun i => (↑i * ρ ^ i + ρ ^ i) * (1 - ρ)) ((ρ / (1 - ρ) ^ 2 + (1 - ρ)⁻¹) * (1 - ρ))
⊢ Real.instAddCommMonoid =
    CommRing.toNonUnitalCommRing.toNonUnitalNonAssocCommRing.toNonUnitalNonAssocSemiring.toAddCommMonoid
Try this:
  [apply] ring_nf
  
  The `ring` tactic failed to close the goal. Use `ring_nf` to obtain a normal form.
    
  Note that `ring` works primarily in *commutative* rings. If you have a noncommutative ring, abelian group or module, consider using `noncomm_ring`, `abel` or `module` instead.
Main.lean:117:2: error: unsolved goals
case e'_5
S : Type u_1
E : Type u_2
inst✝² : Fintype S
inst✝¹ : Fintype E
inst✝ : DecidableEq S
ν : S → ℝ
Q : Matrix S S ℝ
R : Matrix S E ℝ
ρ : ℝ
hB : IsBasin Q R
hν : IsQuasiStationary ν Q ρ
hρ : ρ < 1
h0 : 0 ≤ ρ
hne : 1 - ρ ≠ 0
left✝ : ∀ (e : E), 0 ≤ exitLaw ν R ρ e
hsum : ∑ e, exitLaw ν R ρ e = 1
hfac : ∀ (n : ℕ) (e : E), exitProb ν Q R n e = ρ ^ n * (1 - ρ) * exitLaw ν R ρ e
hnorm : ‖ρ‖ < 1
hs : HasSum (fun i => (↑i * ρ ^ i + ρ ^ i) * (1 - ρ)) ((ρ / (1 - ρ) ^ 2 + (1 - ρ)⁻¹) * (1 - ρ))
⊢ (fun n => ↑n * ∑ e, exitProb ν Q R n e + ∑ e, exitProb ν Q R n e) = fun i =>
    -(ρ * ρ ^ i) - ρ * ρ ^ i * ↑i + ρ ^ i + ρ ^ i * ↑i
Main.lean:99:83: error: unsolved goals
case e'_6
S : Type u_1
E : Type u_2
inst✝² : Fintype S
inst✝¹ : Fintype E
inst✝ : DecidableEq S
ν : S → ℝ
Q : Matrix S S ℝ
R : Matrix S E ℝ
ρ : ℝ
hB : IsBasin Q R
hν : IsQuasiStationary ν Q ρ
hρ : ρ < 1
h0 : 0 ≤ ρ
hne : 1 - ρ ≠ 0
left✝ : ∀ (e : E), 0 ≤ exitLaw ν R ρ e
hsum : ∑ e, exitLaw ν R ρ e = 1
hfac : ∀ (n : ℕ) (e : E), exitProb ν Q R n e = ρ ^ n * (1 - ρ) * exitLaw ν R ρ e
hnorm : ‖ρ‖ < 1
hs : HasSum (fun i => (↑i * ρ ^ i + ρ ^ i) * (1 - ρ)) ((ρ / (1 - ρ) ^ 2 + (1 - ρ)⁻¹) * (1 - ρ))
⊢ 1 / (1 - ρ) = (ρ / (1 - ρ) ^ 2 + (1 - ρ)⁻¹) * (1 - ρ)
```

Diagnosis. The proof expects two goals from `convert hs using 1`, one for the summands and one for the values, but there are three. The first asks that two `AddCommMonoid` structures on the reals be equal, since the goal and `hs` reach that structure by different paths. This shifts the bullets by one. `funext` meets the instance equation, which is not in the form of an equality of functions that it needs. The second bullet, written for the values, gets the summands, and `field_simp` and `ring` cannot finish there because they don't use `hfac` and `hsum` to evaluate the exit probabilities. The equation between the values has no bullet left and stays unsolved.

The repair states the two intended equations as `hfun` and `hval`, so each old block of tactics works on the goal it was written for. After `rw [hfun, hval]` the summand and the value agree with those in `hs`. `exact hs` then closes the goal, because Lean accepts the two instances as equal by definition when it checks the term. The added comment is mere tidying.

The repair, with which the file compiles:

```diff
@@ -110,11 +110,16 @@
   have hs := ((hasSum_coe_mul_geometric_of_norm_lt_one hnorm).add
     (hasSum_geometric_of_lt_one h0 hρ)).mul_right (1 - ρ)
-  convert hs using 1
-  · funext n
+  -- the weight of each exit step, and the value of the series
+  have hfun : (fun n : ℕ => ((n : ℝ) + 1) * ∑ e, exitProb ν Q R n e) =
+      fun n : ℕ => ((n : ℝ) * ρ ^ n + ρ ^ n) * (1 - ρ) := by
+    funext n
     simp only [hfac]
     rw [← Finset.mul_sum, hsum]
     ring
-  · field_simp
+  have hval : 1 / (1 - ρ) = (ρ / (1 - ρ) ^ 2 + (1 - ρ)⁻¹) * (1 - ρ) := by
+    field_simp
     ring
+  rw [hfun, hval]
+  exact hs
 
 end
```
